# For two differentiable, strictly convex energies mixed in proportion to composition, the equilibrium lattice parameter falls strictly as the component with the smaller lattice parameter is added

## Energies, compositions and equilibria

Two cubic crystals A and B have the same structure but different lattice parameters, and they form an alloy on one common lattice. How does its lattice parameter change with composition? Let φA(a) and φB(a) be the energies per atom of the pure components at lattice parameter a, with minima at aA < aB. The curves may be anharmonic, but they are assumed differentiable and strictly convex.

In Lean 4 with Mathlib:

```lean
import Mathlib

open Set

namespace AnharmonicLatticeParameter

noncomputable section
```

Let x be the fraction of A, so that x = 0 is pure B; many texts use x for the other component. The alloy energy is the weighted mean

E_x(a) = x φA(a) + (1 − x) φB(a).

```lean
/-- Energy of an alloy with fraction `x` of A and `1 - x` of B, as a function of the
common lattice parameter. -/
def mixEnergy (φA φB : ℝ → ℝ) (x : ℝ) : ℝ → ℝ :=
  fun a => x * φA a + (1 - x) * φB a
```

An equilibrium is a global minimum:

f(a) ≤ f(b) for every real b.

```lean
/-- The lattice parameter `a` is an equilibrium of the energy `f` if it minimises `f`
over all real lattice parameters. -/
def IsEquilibrium (f : ℝ → ℝ) (a : ℝ) : Prop := ∀ b, f a ≤ f b
```

The harmonic special case has a natural lattice parameter c and a stiffness k, which stands for the curvature of the binding curve at its minimum:

φ(a) = (k/2)(a − c)².

```lean
/-- Harmonic energy with stiffness `k` and natural lattice parameter `c`. -/
def spring (k c : ℝ) : ℝ → ℝ := fun a => k / 2 * (a - c) ^ 2
```

The main approximation is the formula for E_x: it has no separate term for pairs of unlike atoms, and it leaves out local relaxation. Strict convexity on the whole real line, `StrictConvexOn ℝ univ`, is also an idealisation, since a real binding curve flattens at large separation and is convex only around its minimum.

## The mixture is strictly convex

Take a ≠ b and s, t > 0 with s + t = 1. Then

φA(sa + tb) < s φA(a) + t φA(b),
φB(sa + tb) < s φB(a) + t φB(b).

Multiply by x and 1 − x and add. At least one weight is positive, so the sum is strict.

```lean
/-- Mixing two strictly convex energies with a composition in `[0,1]` gives a strictly
convex energy. -/
theorem mixEnergy_strictConvex {φA φB : ℝ → ℝ} {x : ℝ}
    (hA : StrictConvexOn ℝ univ φA) (hB : StrictConvexOn ℝ univ φB)
    (hx : x ∈ Icc (0 : ℝ) 1) : StrictConvexOn ℝ univ (mixEnergy φA φB x) := by
  refine ⟨convex_univ, fun a _ b _ hab s t hs ht hst => ?_⟩
  have h1 := hA.2 (mem_univ a) (mem_univ b) hab hs ht hst
  have h2 := hB.2 (mem_univ a) (mem_univ b) hab hs ht hst
  simp only [mixEnergy, smul_eq_mul] at h1 h2 ⊢
  rcases hx.1.eq_or_lt with h | h
  · subst h
    nlinarith [h2]
  · nlinarith [mul_lt_mul_of_pos_left h1 h,
      mul_le_mul_of_nonneg_left h2.le (sub_nonneg.2 hx.2)]
```

The proof treats x = 0 separately, because there only the inequality for φB contributes.

## One equilibrium at most

If a ≠ b were both equilibria of a strictly convex f, then f(a) = f(b), and the midpoint would lie lower:

f((a + b)/2) < (f(a) + f(b))/2 = f(a).

This contradicts minimality.

```lean
/-- A strictly convex energy has at most one equilibrium lattice parameter. -/
theorem equilibrium_unique {f : ℝ → ℝ} {a b : ℝ} (hf : StrictConvexOn ℝ univ f)
    (ha : IsEquilibrium f a) (hb : IsEquilibrium f b) : a = b := by
  by_contra hab
  -- the midpoint would have a lower energy
  have h := hf.2 (mem_univ a) (mem_univ b) hab (by norm_num : (0 : ℝ) < 1 / 2)
    (by norm_num : (0 : ℝ) < 1 / 2) (by norm_num)
  simp only [smul_eq_mul] at h
  linarith [ha (1 / 2 * a + 1 / 2 * b), hb (1 / 2 * a + 1 / 2 * b)]
```

## The energy rises away from the minimum

Let m be the equilibrium of f and m < a < b. Then a = (1 − t)m + tb for some t between 0 and 1, and

f(a) < (1 − t) f(m) + t f(b) ≤ f(b).

If a = m, uniqueness gives f(m) < f(b). Compression is the mirror image.

```lean
/-- A strictly convex energy rises strictly as the lattice parameter moves away from
equilibrium, under tension as well as under compression. -/
theorem energy_rises {f : ℝ → ℝ} {m a b : ℝ} (hf : StrictConvexOn ℝ univ f)
    (hm : IsEquilibrium f m) (h : (m ≤ a ∧ a < b) ∨ (b < a ∧ a ≤ m)) : f a < f b := by
  have hs : ∀ c, c ≠ m → f m < f c := fun c hc =>
    lt_of_le_of_ne (hm c) fun e =>
      hc (equilibrium_unique hf (fun d => e.symm.le.trans (hm d)) hm)
  rcases h with ⟨h1, h2⟩ | ⟨h1, h2⟩
  · rcases h1.eq_or_lt with e | h1
    · rw [← e]
      exact hs b (ne_of_gt (by linarith))
    · have h := hf.lt_on_openSegment (mem_univ m) (mem_univ b) (h1.trans h2).ne
        (by rw [openSegment_eq_Ioo (h1.trans h2)]; exact ⟨h1, h2⟩)
      rwa [max_eq_right (hm b)] at h
  · rcases h2.eq_or_lt with e | h2
    · rw [e]
      exact hs b (ne_of_lt (by linarith))
    · have h := hf.lt_on_openSegment (mem_univ b) (mem_univ m) (h1.trans h2).ne
        (by rw [openSegment_eq_Ioo (h1.trans h2)]; exact ⟨h1, h2⟩)
      rwa [max_eq_left (hm b)] at h
```

The two alternatives in the hypothesis `h` are tension and compression. `lt_on_openSegment` supplies the strict inequality for a point between m and b.

## An equilibrium between aA and aB

The continuous function E_x has a minimum over the compact interval [aA, aB], at a, say. For b < aA both components have higher energy at b than at aA, hence

E_x(a) ≤ E_x(aA) ≤ E_x(b).

For b > aB the same argument uses aB. The minimum over the interval is therefore global.

```lean
/-- For continuous, strictly convex energies of the pure components, the alloy has an
equilibrium lattice parameter between those of the components. -/
theorem exists_equilibrium {φA φB : ℝ → ℝ} {aA aB x : ℝ}
    (hA : StrictConvexOn ℝ univ φA) (hB : StrictConvexOn ℝ univ φB)
    (cA : Continuous φA) (cB : Continuous φB)
    (mA : IsEquilibrium φA aA) (mB : IsEquilibrium φB aB) (hab : aA ≤ aB)
    (hx : x ∈ Icc (0 : ℝ) 1) :
    ∃ a ∈ Icc aA aB, IsEquilibrium (mixEnergy φA φB x) a := by
  have hc : Continuous (mixEnergy φA φB x) :=
    (continuous_const.mul cA).add (continuous_const.mul cB)
  obtain ⟨a, ha, hmin⟩ := isCompact_Icc.exists_isMinOn (nonempty_Icc.2 hab) hc.continuousOn
  have hmin' : ∀ c ∈ Icc aA aB, mixEnergy φA φB x a ≤ mixEnergy φA φB x c :=
    fun c hc => hmin hc
  have mono : ∀ c b, φA c ≤ φA b → φB c ≤ φB b →
      mixEnergy φA φB x c ≤ mixEnergy φA φB x b := fun c b h1 h2 =>
    add_le_add (mul_le_mul_of_nonneg_left h1 hx.1)
      (mul_le_mul_of_nonneg_left h2 (sub_nonneg.2 hx.2))
  refine ⟨a, ha, fun b => ?_⟩
  -- outside the interval both energies exceed their values at the nearer end
  rcases lt_or_ge b aA with h | h
  · exact (hmin' aA ⟨le_rfl, hab⟩).trans
      (mono aA b (mA b) (energy_rises hB mB (Or.inr ⟨h, hab⟩)).le)
  · rcases lt_or_ge aB b with h' | h'
    · exact (hmin' aB ⟨hab, le_rfl⟩).trans
        (mono aB b (energy_rises hA mA (Or.inl ⟨hab, h'⟩)).le (mB b))
    · exact hmin' b ⟨h, h'⟩
```

In the code, `mono` states that if neither component's energy increases, neither does that of the mixture. Besides strict convexity, the theorem assumes continuity but not differentiability, and aA = aB is allowed.

## More of A means a smaller lattice parameter

Let x < y, with equilibria a at x and b at y. Both lie in [aA, aB]. The claim is b < a, so suppose a ≤ b.

If a < b, put P = φA(b) − φA(a) and Q = φB(a) − φB(b). Both are positive, because φA rises and φB falls between aA and aB. The two minimum conditions read

(1 − x) Q ≤ x P,
y P ≤ (1 − y) Q.

Adding them gives (y − x)(P + Q) ≤ 0, a contradiction.

If a = b, the energy is stationary there at both compositions:

x φA′(a) + (1 − x) φB′(a) = 0,
y φA′(a) + (1 − y) φB′(a) = 0.

Subtracting gives φA′(a) = φB′(a), and then both derivatives vanish. A convex function with zero slope at a point has its minimum there, so a would equal both aA and aB, which is impossible.

```lean
/-- For differentiable, strictly convex energies with `aA < aB`, raising the fraction of
the smaller component A strictly lowers the equilibrium lattice parameter. -/
theorem equilibrium_shrinks {φA φB : ℝ → ℝ} {aA aB x y a b : ℝ}
    (hA : StrictConvexOn ℝ univ φA) (hB : StrictConvexOn ℝ univ φB)
    (dA : Differentiable ℝ φA) (dB : Differentiable ℝ φB)
    (mA : IsEquilibrium φA aA) (mB : IsEquilibrium φB aB) (hab : aA < aB)
    (hx : x ∈ Icc (0 : ℝ) 1) (hy : y ∈ Icc (0 : ℝ) 1) (hxy : x < y)
    (ha : IsEquilibrium (mixEnergy φA φB x) a)
    (hb : IsEquilibrium (mixEnergy φA φB y) b) : b < a := by
  have loc : ∀ z ∈ Icc (0 : ℝ) 1, ∀ c, IsEquilibrium (mixEnergy φA φB z) c →
      c ∈ Icc aA aB := by
    intro z hz c hc
    obtain ⟨d, hd, hd'⟩ :=
      exists_equilibrium hA hB dA.continuous dB.continuous mA mB hab.le hz
    rwa [equilibrium_unique (mixEnergy_strictConvex hA hB hz) hc hd']
  have la := loc x hx a ha
  have lb := loc y hy b hb
  by_contra hn
  rcases (not_lt.1 hn).eq_or_lt with e | h
  · -- a common equilibrium would be stationary for both components
    rw [← e] at hb
    have key : ∀ z, IsEquilibrium (mixEnergy φA φB z) a →
        z * deriv φA a + (1 - z) * deriv φB a = 0 := by
      intro z hz
      have hmin : IsLocalMin (mixEnergy φA φB z) a := Filter.Eventually.of_forall hz
      have hd : HasDerivAt (mixEnergy φA φB z)
          (z * deriv φA a + (1 - z) * deriv φB a) a :=
        ((dA a).hasDerivAt.const_mul z).add ((dB a).hasDerivAt.const_mul (1 - z))
      exact hmin.hasDerivAt_eq_zero hd
    have k1 := key x ha
    have k2 := key y hb
    have hpq : deriv φA a = deriv φB a := by
      apply mul_left_cancel₀ (sub_pos.2 hxy).ne'
      linear_combination k2 - k1
    have hq : deriv φB a = 0 := by
      rw [hpq] at k1
      linear_combination k1
    rcases la.1.eq_or_lt with e' | h'
    · have hlt : a < aB := by linarith
      have hs := hB.convexOn.le_slope_of_hasDerivAt (mem_univ a) (mem_univ aB) hlt
        (dB a).hasDerivAt
      rw [hq, slope_def_field, le_div_iff₀ (sub_pos.2 hlt)] at hs
      linarith [energy_rises hB mB (Or.inr ⟨hlt, le_rfl⟩)]
    · have hs := hA.convexOn.slope_le_of_hasDerivAt (mem_univ aA) (mem_univ a) h'
        (dA a).hasDerivAt
      rw [hpq, hq, slope_def_field, div_le_iff₀ (sub_pos.2 h')] at hs
      linarith [energy_rises hA mA (Or.inl ⟨le_rfl, h'⟩)]
  · -- the two minimum conditions contradict the opposite slopes of the components
    have h1 := energy_rises hA mA (Or.inl ⟨la.1, h⟩)
    have h2 := energy_rises hB mB (Or.inr ⟨h, lb.2⟩)
    have h3 := ha b
    have h4 := hb a
    simp only [mixEnergy] at h3 h4
    nlinarith [mul_pos (sub_pos.2 hxy) (add_pos (sub_pos.2 h1) (sub_pos.2 h2))]
```

`loc` places both equilibria in the interval, and `key` is the stationarity condition. The code treats a = b first, and the last step of that case compares the zero derivative with the slope of a chord: from a to aB for φB if a = aA, and from aA to a for φA otherwise. The final `nlinarith` belongs to the case a < b and adds the two minimum conditions.

## The lattice parameter as a function of composition

Existence and uniqueness define a(x) for 0 ≤ x ≤ 1, and the comparison above gives

x < y ⇒ a(y) < a(x).

At the ends E_0 = φB and E_1 = φA, so a(0) = aB and a(1) = aA.

```lean
/-- For differentiable, strictly convex energies with equilibria `aA < aB`, the alloy has
exactly one equilibrium lattice parameter `a x` at each composition `x` in `[0,1]`. It lies
in `[aA, aB]`, falls strictly with `x`, and runs from `aB` at `x = 0` to `aA` at `x = 1`. -/
theorem anharmonic_lattice_parameter {φA φB : ℝ → ℝ} {aA aB : ℝ}
    (hA : StrictConvexOn ℝ univ φA) (hB : StrictConvexOn ℝ univ φB)
    (dA : Differentiable ℝ φA) (dB : Differentiable ℝ φB)
    (mA : IsEquilibrium φA aA) (mB : IsEquilibrium φB aB) (hab : aA < aB) :
    ∃ a : ℝ → ℝ,
      (∀ x ∈ Icc (0 : ℝ) 1, a x ∈ Icc aA aB ∧
        ∀ b, IsEquilibrium (mixEnergy φA φB x) b ↔ b = a x) ∧
      StrictAntiOn a (Icc 0 1) ∧ a 0 = aB ∧ a 1 = aA := by
  have hex : ∀ x ∈ Icc (0 : ℝ) 1,
      ∃ a, a ∈ Icc aA aB ∧ IsEquilibrium (mixEnergy φA φB x) a := fun x hx =>
    exists_equilibrium hA hB dA.continuous dB.continuous mA mB hab.le hx
  choose! a ha using hex
  have huniq : ∀ x ∈ Icc (0 : ℝ) 1, ∀ b,
      IsEquilibrium (mixEnergy φA φB x) b ↔ b = a x := fun x hx b =>
    ⟨fun hb => equilibrium_unique (mixEnergy_strictConvex hA hB hx) hb (ha x hx).2,
      fun e => e ▸ (ha x hx).2⟩
  refine ⟨a, fun x hx => ⟨(ha x hx).1, huniq x hx⟩, fun x hx y hy hxy => ?_, ?_, ?_⟩
  · exact equilibrium_shrinks hA hB dA dB mA mB hab hx hy hxy (ha x hx).2 (ha y hy).2
  · exact ((huniq 0 (by simp) aB).1 fun b => by simpa [mixEnergy] using mB b).symm
  · exact ((huniq 1 (by simp) aA).1 fun b => by simpa [mixEnergy] using mA b).symm
```

In words: given differentiable, strictly convex φA and φB with equilibria aA < aB, there is a function `a` such that, for each x in [0,1], the value a(x) lies in [aA, aB] and a number b is an equilibrium of E_x exactly when b = a(x). `StrictAntiOn a (Icc 0 1)` says that the function is strictly decreasing there. Its values outside [0,1] carry no meaning. That the pure components have minima is assumed through `mA` and `mB`; physically, each is a bound crystal.

The same form of energy, linear in composition, results when a cluster expansion with coefficients that depend on the lattice parameter is cut off after the point term. Cluster expansions for real alloys normally keep pair terms as well. To use the simple model, one computes total energies per atom of the two pure crystals at several lattice parameters, fits φA and φB, and for each x finds the zero of x φA′ + (1 − x) φB′ in [aA, aB], for instance by bisection.

## Harmonic components and Vegard's law

For stiffnesses kA, kB > 0, let K = x kA + (1 − x) kB and

m = (x kA aA + (1 − x) kB aB)/K.

Completing the square gives

E_x(b) = E_x(m) + (K/2)(b − m)²,

so m is an equilibrium. With kB = 3kA and x = 1/2, for example, m = aA/4 + 3aB/4: the stiffer component pulls the alloy towards its own lattice parameter.

```lean
/-- For harmonic components with positive stiffnesses, the mean of the two lattice
parameters weighted by composition times stiffness is an equilibrium of the alloy. -/
theorem harmonic_equilibrium {kA kB aA aB x : ℝ} (hkA : 0 < kA) (hkB : 0 < kB)
    (hx : x ∈ Icc (0 : ℝ) 1) :
    IsEquilibrium (mixEnergy (spring kA aA) (spring kB aB) x)
      ((x * kA * aA + (1 - x) * kB * aB) / (x * kA + (1 - x) * kB)) := by
  have hK : 0 < x * kA + (1 - x) * kB := by
    rcases hx.1.eq_or_lt with h | h
    · rw [← h]
      linarith
    · exact add_pos_of_pos_of_nonneg (mul_pos h hkA)
        (mul_nonneg (sub_nonneg.2 hx.2) hkB.le)
  intro b
  have hm := mul_div_cancel₀ (x * kA * aA + (1 - x) * kB * aB) hK.ne'
  set m := (x * kA * aA + (1 - x) * kB * aB) / (x * kA + (1 - x) * kB) with hdef
  have hm' : (x * kA + (1 - x) * kB) * m = x * kA * aA + (1 - x) * kB * aB := by
    rw [hdef]
    field_simp
  -- completing the square around the weighted mean
  have h : mixEnergy (spring kA aA) (spring kB aB) x b =
      mixEnergy (spring kA aA) (spring kB aB) x m
        + (x * kA + (1 - x) * kB) / 2 * (b - m) ^ 2 := by
    simp only [mixEnergy, spring]
    linear_combination (b - m) * hm'
  rw [h]
  exact le_add_of_nonneg_right (by positivity)
```

For equal stiffnesses k cancels, leaving

m = x aA + (1 − x) aB.

```lean
/-- Vegard's law: for harmonic components of equal positive stiffness, the linear
interpolation of the lattice parameters is an equilibrium of the alloy. -/
theorem vegard_law {k aA aB x : ℝ} (hk : 0 < k) (hx : x ∈ Icc (0 : ℝ) 1) :
    IsEquilibrium (mixEnergy (spring k aA) (spring k aB) x) (x * aA + (1 - x) * aB) := by
  have h := harmonic_equilibrium (aA := aA) (aB := aB) hk hk hx
  have e : (x * k * aA + (1 - x) * k * aB) / (x * k + (1 - x) * k)
      = x * aA + (1 - x) * aB := by
    rw [show x * k + (1 - x) * k = k by ring, div_eq_iff hk.ne']
    ring
  rwa [e] at h
```

Vegard's law is an empirical rule for real alloys. Here the linear formula is derived for harmonic components of equal stiffness.

## A kink can hold the lattice parameter fixed

In this example a is the deviation from some positive reference lattice parameter, in arbitrary units, so a = 0 does not mean a collapsed crystal. The kinked curve is a mathematical illustration, not a real binding curve. Take φA(a) = a² + 3|a|, which is strictly convex but not differentiable at its minimum a = 0, and φB(a) = (a − 1)². For 1/2 ≤ x ≤ 1,

E_x(b) − E_x(0) = b² + 3x|b| − 2(1 − x)b ≥ b² + (5x − 2)|b| ≥ 0.

The equilibrium stays at 0 over this whole range of compositions. Strict decrease can thus fail when φA has a single kink, even if φB is smooth.

```lean
/-- The strictly convex energy `a² + 3|a|`, which has a kink at `0`, mixed with `(a - 1)²`
keeps the equilibrium at `0` for every composition from `1/2` to `1`. -/
theorem kink_pins_lattice :
    StrictConvexOn ℝ univ (fun a : ℝ => a ^ 2 + 3 * |a|) ∧
    ∀ x ∈ Icc (1 / 2 : ℝ) 1,
      IsEquilibrium (mixEnergy (fun a => a ^ 2 + 3 * |a|) (spring 2 1) x) 0 := by
  constructor
  · refine ⟨convex_univ, fun a _ b _ hab s t hs ht hst => ?_⟩
    obtain rfl : t = 1 - s := by linarith
    have h1 : |s * a + (1 - s) * b| ≤ s * |a| + (1 - s) * |b| :=
      (abs_add_le _ _).trans_eq (by rw [abs_mul, abs_mul, abs_of_pos hs, abs_of_pos ht])
    have h2 : 0 < s * (1 - s) * (a - b) ^ 2 := by
      have := sub_ne_zero.2 hab
      exact mul_pos (mul_pos hs ht) (by positivity)
    simp only [smul_eq_mul]
    nlinarith [h1, h2]
  · intro x hx b
    simp only [mixEnergy, spring, abs_zero]
    -- the kink outweighs the pull of the other component
    have h1 := mul_nonneg (sub_nonneg.2 hx.2) (sub_nonneg.2 (le_abs_self b))
    have h2 := mul_nonneg (sub_nonneg.2 hx.1) (abs_nonneg b)
    nlinarith [h1, h2, abs_nonneg b, sq_nonneg b]

end

end AnharmonicLatticeParameter
```

The first half of the theorem checks that φA is strictly convex, and the second half is the inequality above, with φB written as `spring 2 1`.

```lean
#print axioms AnharmonicLatticeParameter.anharmonic_lattice_parameter
-- 'AnharmonicLatticeParameter.anharmonic_lattice_parameter' depends on axioms: [propext, Classical.choice, Quot.sound]
#print axioms AnharmonicLatticeParameter.vegard_law
-- 'AnharmonicLatticeParameter.vegard_law' depends on axioms: [propext, Classical.choice, Quot.sound]
#print axioms AnharmonicLatticeParameter.kink_pins_lattice
-- 'AnharmonicLatticeParameter.kink_pins_lattice' depends on axioms: [propext, Classical.choice, Quot.sound]
```
